# For finite sets of point charges, |M|² − Q Σ_i q_i |r_i|² is translation invariant

## Charges, moments and the choice of origin

A finite set of point charges q_i, real and of either sign, sits at positions r_i. Its dipole moment M = Σ_i q_i r_i depends on the origin as soon as the total charge Q is nonzero: moving all charges by a vector a changes M to M + Q a. An energy term proportional to |M|² then depends on where the coordinate system was placed. The quantity studied here subtracts Q times a second moment from |M|², which removes that dependence.

Terms in |M|² occur in simulation practice as the surface term of an Ewald sum and, with only the component normal to the surface, in slab corrections. The results below apply to the finite set of charges in one cell, with explicit coordinates and no periodic images. That the energy of a charged periodic system contains the corrected quantity, with some particular prefactor, has to come from a separate analysis of the lattice sum.

In the code, the finite type `ι` labels the particles, and `q : ι → ℝ` and `r : ι → E` give their charges and positions. The letter `E` stands for the space of positions, not for an electric field or an energy. It is any real inner-product space: ℝ³ for the full dipole, ℝ for a single component. The inner product ⟨x, y⟩ is written `inner ℝ x y`, and `•` multiplies a vector by a number. Unit-dependent prefactors are left out.

```lean
import Mathlib

open Finset

namespace DipoleCorrection

noncomputable section

variable {ι E : Type*} [Fintype ι] [NormedAddCommGroup E] [InnerProductSpace ℝ E]
```

The total charge is

Q = Σ_i q_i.

```lean
/-- The total charge `Q` of a finite set of point charges. -/
def totalCharge (q : ι → ℝ) : ℝ := ∑ i, q i
```

The dipole moment is taken about the coordinate origin:

M = Σ_i q_i r_i.

```lean
/-- The dipole moment `M` of charges `q` at positions `r`, taken about the origin. -/
def dipole (q : ι → ℝ) (r : ι → E) : E := ∑ i, q i • r i
```

The second moment is a scalar, the trace of the tensor that often carries this name:

S = Σ_i q_i |r_i|².

```lean
/-- The charge-weighted sum of squared distances from the origin. -/
def secondMoment (q : ι → ℝ) (r : ι → E) : ℝ := ∑ i, q i * ‖r i‖ ^ 2
```

The corrected squared dipole is

J = |M|² − Q S.

Despite the `Sq` in its Lean name, J need not be a square. Two charges at distance d have J = −q_1 q_2 d², which is negative when the charges have the same sign.

```lean
/-- The squared dipole moment, corrected by the total charge times the second moment. -/
def correctedDipoleSq (q : ι → ℝ) (r : ι → E) : ℝ :=
  ‖dipole q r‖ ^ 2 - totalCharge q * secondMoment q r
```

Each particle is also assigned the vector

g_i = 2 q_i (M − Q r_i).

At this point `correctionGradient` is only a name for g_i; its connection with the derivative of J is a theorem further down.

```lean
/-- The vector `2 q_i (M - Q r_i)` attached to particle `i`. -/
def correctionGradient (q : ι → ℝ) (r : ι → E) (i : ι) : E :=
  (2 * q i) • (dipole q r - totalCharge q • r i)
```

## The pair sum of squared distances

Expand the squared distance between two particles:

|r_i − r_j|² = |r_i|² − 2⟨r_i, r_j⟩ + |r_j|².

Multiply by q_i q_j and sum over i and j. The three kinds of term factorise:

Σ_ij q_i q_j |r_i|² = S Q,

Σ_ij q_i q_j |r_j|² = Q S,

Σ_ij q_i q_j ⟨r_i, r_j⟩ = ⟨M, M⟩ = |M|².

Together they give

Σ_ij q_i q_j |r_i − r_j|² = 2 Q S − 2 |M|² = −2 J.

The sum runs over ordered pairs, so each pair of distinct particles counts twice; the terms with i = j are zero.

```lean
/-- The sum over all ordered pairs of charge products times squared distances equals `2 Q` times the
second moment minus twice the squared dipole moment. -/
theorem pair_sum_sq_dist (q : ι → ℝ) (r : ι → E) :
    ∑ i, ∑ j, q i * q j * ‖r i - r j‖ ^ 2 =
      2 * totalCharge q * secondMoment q r - 2 * ‖dipole q r‖ ^ 2 := by
  -- each term on the right is itself a double sum over pairs
  have h1 : totalCharge q * secondMoment q r = ∑ i, ∑ j, q i * (q j * ‖r j‖ ^ 2) := by
    simp only [totalCharge, secondMoment, Finset.sum_mul_sum]
  have h2 : secondMoment q r * totalCharge q = ∑ i, ∑ j, q i * ‖r i‖ ^ 2 * q j := by
    simp only [totalCharge, secondMoment, Finset.sum_mul_sum]
  have h3 : ‖dipole q r‖ ^ 2 = ∑ i, ∑ j, q i * (q j * inner ℝ (r i) (r j)) := by
    rw [← real_inner_self_eq_norm_sq]
    unfold dipole
    rw [sum_inner]
    refine Finset.sum_congr rfl fun i _ => ?_
    rw [inner_sum]
    refine Finset.sum_congr rfl fun j _ => ?_
    rw [real_inner_smul_left, real_inner_smul_right]
  have h : ∑ i, ∑ j, q i * q j * ‖r i - r j‖ ^ 2 =
      secondMoment q r * totalCharge q + totalCharge q * secondMoment q r
        - 2 * ‖dipole q r‖ ^ 2 := by
    rw [h2, h1, h3, Finset.mul_sum, ← Finset.sum_add_distrib, ← Finset.sum_sub_distrib]
    refine Finset.sum_congr rfl fun i _ => ?_
    rw [Finset.mul_sum, ← Finset.sum_add_distrib, ← Finset.sum_sub_distrib]
    refine Finset.sum_congr rfl fun j _ => ?_
    rw [norm_sub_sq_real]
    ring
  rw [h]
  ring
```

The auxiliary facts `h1`, `h2` and `h3` are the three factorisations, read from right to left. The fact `h` then compares the double sums term by term, with `norm_sub_sq_real` supplying the expansion of the squared distance.

## Invariance under a common shift

Under r_i → r_i + a, every difference keeps its value:

(r_i + a) − (r_j + a) = r_i − r_j.

The pair sum is therefore unchanged, and since it equals −2J, so is J. The total charge may have any value.

```lean
/-- The corrected squared dipole is unchanged when all charges are shifted by the same
vector, whatever the total charge. -/
theorem correctedDipoleSq_translate (q : ι → ℝ) (r : ι → E) (a : E) :
    correctedDipoleSq q (fun i => r i + a) = correctedDipoleSq q r := by
  -- the pair sum sees only relative positions
  have h := pair_sum_sq_dist q r
  have h' := pair_sum_sq_dist q (fun i => r i + a)
  simp only [add_sub_add_right_eq_sub] at h'
  unfold correctedDipoleSq
  linarith
```

The proof applies the pair identity to the original and to the shifted positions. The `simp only` step cancels a in the differences, and `linarith` equates the two right-hand sides.

The shift acts on all coordinates alike. Folding a single particle back into a periodic cell is a different operation, and it can change J.

For a neutral system Q = 0, so the correction disappears:

J = |M|² − 0 · S = |M|².

```lean
/-- For a neutral system the corrected squared dipole is the squared dipole moment. -/
theorem correctedDipoleSq_of_neutral (q : ι → ℝ) (r : ι → E) (hQ : totalCharge q = 0) :
    correctedDipoleSq q r = ‖dipole q r‖ ^ 2 := by
  rw [correctedDipoleSq, hQ, zero_mul, sub_zero]
```

## Which multiple of the second moment restores invariance

Replace the coefficient Q by an arbitrary real number c that stays fixed during the shift, and consider |M|² − c S. The second moment of the shifted charges is

Σ_i q_i |r_i + a|² = S + 2⟨M, a⟩ + Q |a|².

Since |M|² − c S = J + (Q − c) S and J does not change, the change under the shift is

(Q − c)(2⟨M, a⟩ + Q |a|²).

Suppose that this vanishes for every a and that c ≠ Q. Then

2⟨M, a⟩ + Q |a|² = 0 for every a.

Adding the equations for a and −a gives 2 Q |a|² = 0, and any nonzero a yields Q = 0. What remains is 2⟨M, a⟩ = 0. Choosing a = M gives |M|² = 0, so M = 0.

Conversely, the change is zero if c = Q, and also if Q and M both vanish. For a charged system the coefficient must therefore be Q. For a neutral system with a nonzero dipole it must be zero, which is again Q. Only when charge and dipole both vanish does every c work.

```lean
/-- In a space with a nonzero vector, the squared dipole minus `c` times the second moment is
translation invariant exactly when `c` is the total charge, or when the total charge and the
dipole moment both vanish. -/
theorem translation_invariant_iff [Nontrivial E] (q : ι → ℝ) (r : ι → E) (c : ℝ) :
    (∀ a : E, ‖dipole q (fun i => r i + a)‖ ^ 2 - c * secondMoment q (fun i => r i + a) =
        ‖dipole q r‖ ^ 2 - c * secondMoment q r) ↔
      c = totalCharge q ∨ (totalCharge q = 0 ∧ dipole q r = 0) := by
  -- the change under a shift, obtained from the invariance of the corrected quantity
  have key : ∀ a : E,
      ‖dipole q (fun i => r i + a)‖ ^ 2 - c * secondMoment q (fun i => r i + a) -
        (‖dipole q r‖ ^ 2 - c * secondMoment q r) =
      (totalCharge q - c) * (2 * inner ℝ (dipole q r) a + totalCharge q * ‖a‖ ^ 2) := by
    intro a
    have hS : secondMoment q (fun i => r i + a) =
        secondMoment q r + (2 * inner ℝ (dipole q r) a + totalCharge q * ‖a‖ ^ 2) := by
      unfold secondMoment dipole totalCharge
      rw [sum_inner, Finset.mul_sum, Finset.sum_mul, ← Finset.sum_add_distrib,
        ← Finset.sum_add_distrib]
      refine Finset.sum_congr rfl fun i _ => ?_
      rw [norm_add_sq_real, real_inner_smul_left]
      ring
    have hJ := correctedDipoleSq_translate q r a
    unfold correctedDipoleSq at hJ
    rw [hS] at hJ ⊢
    linear_combination hJ
  constructor
  · intro h
    have h0 : ∀ a : E, (totalCharge q - c) *
        (2 * inner ℝ (dipole q r) a + totalCharge q * ‖a‖ ^ 2) = 0 := by
      intro a
      rw [← key a, h a, sub_self]
    by_cases hc : c = totalCharge q
    · exact Or.inl hc
    right
    have hD : totalCharge q - c ≠ 0 := fun h' => hc (by linarith)
    have h1 : ∀ a : E, 2 * inner ℝ (dipole q r) a + totalCharge q * ‖a‖ ^ 2 = 0 :=
      fun a => (mul_eq_zero.mp (h0 a)).resolve_left hD
    -- opposite shifts isolate the quadratic part
    obtain ⟨a, ha⟩ := exists_ne (0 : E)
    have hp := h1 a
    have hm := h1 (-a)
    rw [inner_neg_right, norm_neg] at hm
    have hQa : totalCharge q * ‖a‖ ^ 2 = 0 := by linarith
    have hQ : totalCharge q = 0 :=
      (mul_eq_zero.mp hQa).resolve_right (pow_ne_zero 2 (norm_ne_zero_iff.mpr ha))
    -- a shift along the dipole isolates the linear part
    have hM := h1 (dipole q r)
    rw [hQ, zero_mul, add_zero, real_inner_self_eq_norm_sq] at hM
    have hM2 : ‖dipole q r‖ ^ 2 = 0 := by linarith
    exact ⟨hQ, norm_eq_zero.mp (pow_eq_zero_iff (two_ne_zero)|>.mp hM2)⟩
  · intro h a
    apply sub_eq_zero.mp
    rw [key a]
    rcases h with hc | ⟨hQ, hM⟩
    · rw [hc, sub_self, zero_mul]
    · rw [hQ, hM, inner_zero_left]
      ring
```

The theorem concerns one given configuration and all shifts of it. The hypothesis `[Nontrivial E]` says that the space contains a nonzero vector; in the space consisting of the zero vector alone the only shift is by zero, and every c would pass.

In the proof, `key` is the formula for the change, with `hS` as the expansion of the shifted second moment and `hJ` as the invariance of J. The forward direction divides out the nonzero factor Q − c, compares `hp` with `hm` for opposite shifts, and then inserts the dipole itself as the shift in `hM`. The reverse direction substitutes each of the two alternatives into `key`.

Setting c = 0 answers the question for the uncorrected squared dipole. The criterion becomes

0 = Q, or Q = 0 and M = 0,

and both alternatives say that the system is neutral, while neutrality gives the first. So |M|² alone is translation invariant if and only if Q = 0.

```lean
/-- In a space with a nonzero vector, the squared dipole moment itself is translation
invariant exactly when the system is neutral. -/
theorem dipole_sq_invariant_iff_neutral [Nontrivial E] (q : ι → ℝ) (r : ι → E) :
    (∀ a : E, ‖dipole q (fun i => r i + a)‖ ^ 2 = ‖dipole q r‖ ^ 2) ↔
      totalCharge q = 0 := by
  have h := translation_invariant_iff q r 0
  simp only [zero_mul, sub_zero] at h
  rw [h]
  exact ⟨fun h' => h'.elim Eq.symm And.left, fun h' => Or.inl h'.symm⟩
```

## The derivative with respect to the positions

Displace every particle along its own vector u_i, so that its position is r_i + t u_i with a real parameter t. Write M_u, S_u and J_u for the dipole, second moment and corrected squared dipole computed with the vectors u_i in place of the positions. Then

M(t) = M + t M_u,

S(t) = S + 2t Σ_i q_i ⟨r_i, u_i⟩ + t² S_u.

Insert both into J(t) = |M(t)|² − Q S(t) and collect powers of t:

J(t) = J + t (2⟨M, M_u⟩ − 2Q Σ_i q_i ⟨r_i, u_i⟩) + t² J_u.

Because ⟨M, M_u⟩ = Σ_i q_i ⟨M, u_i⟩, the linear coefficient is

Σ_i ⟨2 q_i (M − Q r_i), u_i⟩ = Σ_i ⟨g_i, u_i⟩.

This is the derivative of J(t) at t = 0. Taking u_i = 0 for all particles except one shows that g_i is the gradient of J with respect to r_i.

```lean
/-- When each particle `i` is moved to `r i + t • u i`, the derivative of the corrected squared
dipole with respect to `t` at `t = 0` is the sum of the inner products of `2 q_i (M - Q r_i)` with
`u i`, where `M` is the dipole moment at `t = 0`. -/
theorem hasDerivAt_correctedDipoleSq (q : ι → ℝ) (r u : ι → E) :
    HasDerivAt (fun t : ℝ => correctedDipoleSq q (fun i => r i + t • u i))
      (∑ i, inner ℝ (correctionGradient q r i) (u i)) 0 := by
  have hM : ∀ t : ℝ, dipole q (fun i => r i + t • u i) = dipole q r + t • dipole q u := by
    intro t
    simp only [dipole, smul_add, Finset.sum_add_distrib, Finset.smul_sum]
    congr 1
    exact Finset.sum_congr rfl fun i _ => smul_comm _ _ _
  have hS : ∀ t : ℝ, secondMoment q (fun i => r i + t • u i) =
      secondMoment q r + t * (2 * ∑ i, q i * inner ℝ (r i) (u i))
        + t ^ 2 * secondMoment q u := by
    intro t
    simp only [secondMoment, Finset.mul_sum, ← Finset.sum_add_distrib]
    refine Finset.sum_congr rfl fun i _ => ?_
    rw [norm_add_sq_real, real_inner_smul_right, norm_smul, mul_pow, Real.norm_eq_abs, sq_abs]
    ring
  have hG : ∑ i, inner ℝ (correctionGradient q r i) (u i) =
      2 * inner ℝ (dipole q r) (dipole q u)
        - 2 * totalCharge q * ∑ i, q i * inner ℝ (r i) (u i) := by
    have hi : inner ℝ (dipole q r) (dipole q u) = ∑ i, q i * inner ℝ (dipole q r) (u i) := by
      rw [show dipole q u = ∑ i, q i • u i from rfl, inner_sum]
      simp only [real_inner_smul_right]
    rw [hi, Finset.mul_sum, Finset.mul_sum, ← Finset.sum_sub_distrib]
    refine Finset.sum_congr rfl fun i _ => ?_
    rw [correctionGradient, real_inner_smul_left, inner_sub_left, real_inner_smul_left]
    ring
  -- the corrected squared dipole is exactly quadratic in the displacement
  have hexp : (fun t : ℝ => correctedDipoleSq q (fun i => r i + t • u i)) = fun t : ℝ =>
      correctedDipoleSq q r + t * (∑ i, inner ℝ (correctionGradient q r i) (u i))
        + t ^ 2 * correctedDipoleSq q u := by
    funext t
    rw [hG]
    unfold correctedDipoleSq
    rw [hM, hS, norm_add_sq_real, real_inner_smul_right, norm_smul, mul_pow,
      Real.norm_eq_abs, sq_abs]
    ring
  rw [hexp]
  -- the slope of a quadratic at zero is its linear coefficient
  have hd : ∀ A G B : ℝ, HasDerivAt (fun t : ℝ => A + t * G + t ^ 2 * B) G 0 := by
    intro A G B
    have h1 : HasDerivAt (fun t : ℝ => A + t * G) (1 * G) 0 :=
      ((hasDerivAt_id' (0 : ℝ)).mul_const G).const_add A
    have h2 : HasDerivAt (fun t : ℝ => t ^ 2 * B) (((2 : ℕ) : ℝ) * 0 ^ (2 - 1) * B) 0 :=
      (hasDerivAt_pow 2 (0 : ℝ)).mul_const B
    exact (h1.fun_add h2).congr_deriv (by simp)
  exact hd _ _ _
```

`HasDerivAt` states that the function of t is differentiable at the given point, here 0, with the given slope. The result is a directional derivative along an arbitrary joint displacement, so it needs neither coordinates nor a finite-dimensional space.

The facts `hM` and `hS` are the two expansions in t, and `hG` rewrites the sum of the inner products as the linear coefficient. They combine in `hexp`, an identity valid for all t and not merely to first order. The last step, `hd`, differentiates a general quadratic at zero.

## No net force, even with a net charge

Let an energy contribution be λ J with a constant λ that does not depend on the positions, such as a prefactor set by the units and a fixed cell volume. The force on particle i is then −λ g_i. Summing the gradients gives

Σ_i g_i = 2 (Σ_i q_i) M − 2 Q Σ_i q_i r_i = 2 Q M − 2 Q M = 0.

The contribution therefore exerts no net force, whatever the total charge. For comparison, the gradients of the uncorrected |M|² are 2 q_i M and add up to 2 Q M, a short calculation included here without a theorem of its own; a charged system with a nonzero dipole would be pushed as a whole.

```lean
/-- The vectors `2 q_i (M - Q r_i)` sum to zero over all particles, whatever the total
charge. -/
theorem sum_correctionGradient (q : ι → ℝ) (r : ι → E) :
    ∑ i, correctionGradient q r i = 0 := by
  have h : ∀ i, correctionGradient q r i =
      (2 : ℝ) • (q i • dipole q r) - (2 * totalCharge q) • (q i • r i) := by
    intro i
    unfold correctionGradient
    module
  rw [Finset.sum_congr rfl fun i _ => h i, Finset.sum_sub_distrib, ← Finset.smul_sum,
    ← Finset.smul_sum, ← Finset.sum_smul]
  change (2 : ℝ) • (totalCharge q • dipole q r) - (2 * totalCharge q) • dipole q r = 0
  module

end

end DipoleCorrection
```

The theorem is about the vectors g_i, and the preceding derivative gives them their meaning as gradients. Its proof splits each g_i into a multiple of M and a multiple of q_i r_i, sums the two parts separately, and recognises Q and M in the results. The `module` tactic carries out the vector algebra, including the final cancellation.

```lean
#print axioms DipoleCorrection.translation_invariant_iff
#print axioms DipoleCorrection.dipole_sq_invariant_iff_neutral
#print axioms DipoleCorrection.hasDerivAt_correctedDipoleSq
#print axioms DipoleCorrection.sum_correctionGradient
```

```
'DipoleCorrection.translation_invariant_iff' depends on axioms: [propext, Classical.choice, Quot.sound]
'DipoleCorrection.dipole_sq_invariant_iff_neutral' depends on axioms: [propext, Classical.choice, Quot.sound]
'DipoleCorrection.hasDerivAt_correctedDipoleSq' depends on axioms: [propext, Classical.choice, Quot.sound]
'DipoleCorrection.sum_correctionGradient' depends on axioms: [propext, Classical.choice, Quot.sound]
```
